# Divergence of the static particle-hole integral of a one-dimensional Fermi sea as the wavevector decreases to twice the Fermi wavevector

For a filled one-dimensional Fermi sea `[-k, k]` of non-interacting particles with dispersion `p ^ 2`, the file defines the static particle-hole integral at wavevector `q` as the integral of `1 / ((p + q) ^ 2 - p ^ 2)` over the sea, with no spin or density-of-states prefactor. The theorem `lindhard_tendsto_atTop` says that, for `k > 0`, this integral tends to plus infinity as `q` approaches `2 * k` from above. The proof uses the closed form `log ((q + 2 * k) / (q - 2 * k)) / (2 * q)`, established earlier in the file for `q > 2 * k`. It shows that the argument of the logarithm diverges, hence the logarithm too, while the factor `1 / (2 * q)` tends to a positive limit.

As first written in Lean, the proof fails:

```lean
import Mathlib

open Filter Topology

namespace LindhardTendstoAtTop

noncomputable section

/-- Static particle-hole integral of a one-dimensional Fermi sea `[-k, k]` with dispersion `p ^ 2`,
at wavevector `q`. It is used for `0 < k` and `2 * k < q`, where the energy denominator is positive
on the whole sea. -/
def lindhard (k q : ℝ) : ℝ := ∫ p in (-k)..k, 1 / ((p + q) ^ 2 - p ^ 2)

/-- Closed form of the particle-hole integral for a wavevector larger than the diameter `2 * k` of
the Fermi sea, with `k > 0`. -/
theorem lindhard_eq {k q : ℝ} (hk : 0 < k) (hq : 2 * k < q) :
    lindhard k q = Real.log ((q + 2 * k) / (q - 2 * k)) / (2 * q) := by
  have hq0 : q ≠ 0 := by linarith
  have hne : ∀ p ∈ Set.uIcc (-k) k, q + 2 * p ≠ 0 := by
    intro p hp
    rw [Set.uIcc_of_le (by linarith)] at hp
    have := hp.1
    linarith
  have hden : ∀ p : ℝ, (p + q) ^ 2 - p ^ 2 = q * (q + 2 * p) := fun p => by ring
  -- the primitive is `log (q + 2 p) / (2 q)`
  have hderiv : ∀ p ∈ Set.uIcc (-k) k,
      HasDerivAt (fun x : ℝ => Real.log (q + 2 * x) / (2 * q))
        (1 / ((p + q) ^ 2 - p ^ 2)) p := by
    intro p hp
    have h1 : HasDerivAt (fun x : ℝ => q + 2 * x) 2 p :=
      (((hasDerivAt_id' p).const_mul (2 : ℝ)).const_add q).congr_deriv (by norm_num)
    refine ((h1.log (hne p hp)).div_const (2 * q)).congr_deriv ?_
    rw [hden, div_div, div_eq_div_iff (mul_ne_zero (hne p hp) (mul_ne_zero two_ne_zero hq0))
      (mul_ne_zero hq0 (hne p hp))]
    ring
  have hint : IntervalIntegrable (fun p : ℝ => 1 / ((p + q) ^ 2 - p ^ 2))
      MeasureTheory.volume (-k) k := by
    apply ContinuousOn.intervalIntegrable
    refine ContinuousOn.div (by fun_prop) (by fun_prop) ?_
    intro p hp
    rw [hden]
    exact mul_ne_zero hq0 (hne p hp)
  have hp1 : q + 2 * k ≠ 0 := by linarith
  have hp2 : q - 2 * k ≠ 0 := by linarith
  unfold lindhard
  rw [intervalIntegral.integral_eq_sub_of_hasDerivAt hderiv hint, Real.log_div hp1 hp2, sub_div,
    show q + 2 * (-k) = q - 2 * k by ring]

/-- Nesting singularity: for `k > 0` the particle-hole integral grows without bound as the
wavevector decreases to `2 * k`. -/
theorem lindhard_tendsto_atTop {k : ℝ} (hk : 0 < k) :
    Tendsto (lindhard k) (𝓝[>] (2 * k)) atTop := by
  have h0 : Tendsto (fun q : ℝ => q - 2 * k) (𝓝[>] (2 * k)) (𝓝[>] 0) := by
    refine tendsto_nhdsWithin_iff.2 ⟨?_, ?_⟩
    · have hc : Continuous (fun q : ℝ => q - 2 * k) := by fun_prop
      have h := hc.tendsto (2 * k)
      rw [sub_self] at h
      exact h.mono_left nhdsWithin_le_nhds
    · filter_upwards [self_mem_nhdsWithin] with q hq
      exact sub_pos.2 hq
  have h1 : Tendsto (fun q : ℝ => q + 2 * k) (𝓝[>] (2 * k)) (𝓝 (2 * k + 2 * k)) := by
    have hc : Continuous (fun q : ℝ => q + 2 * k) := by fun_prop
    exact (hc.tendsto (2 * k)).mono_left nhdsWithin_le_nhds
  have h2 : Tendsto (fun q : ℝ => (2 * q)⁻¹) (𝓝[>] (2 * k)) (𝓝 (2 * (2 * k))⁻¹) := by
    have hc : Continuous (fun q : ℝ => 2 * q) := by fun_prop
    exact ((hc.tendsto (2 * k)).inv₀ (by positivity)).mono_left nhdsWithin_le_nhds
  -- the logarithm diverges while its prefactor stays positive
  have h3 := h1.pos_mul_atTop (by positivity) (tendsto_inv_nhdsGT_zero.comp h0)
  have h4 := h2.pos_mul_atTop (by positivity) (Real.tendsto_log_atTop.comp h3)
  refine h4.congr' ?_
  filter_upwards [self_mem_nhdsWithin] with q hq
  rw [lindhard_eq hk hq]
  simp only [div_eq_mul_inv, Function.comp_apply]
  exact mul_comm _ _

end

end LindhardTendstoAtTop
```

The error:

```
Main.lean:60:22: error: Application type mismatch: The argument
  hq
has type
  q ∈ Set.Ioi (2 * k)
but is expected to have type
  ?m.170 < ?m.169
in the application
  sub_pos.mpr hq
```

What went wrong. The error arises in showing that `q - 2 * k` is positive when `q` lies to the right of `2 * k`. The hypothesis `hq` is the membership `q ∈ Set.Ioi (2 * k)`, whereas `sub_pos.2` expects a strict inequality. The two mean the same by definition, but the message shows both sides of the expected inequality still as unknowns, `?m.170 < ?m.169`. The goal, itself a membership in `Set.Ioi 0`, had not fixed them, and Lean did not unfold `hq` to match so open a pattern. Further down, `lindhard_eq hk hq` takes a hypothesis of the same form without complaint; there the inequality is already known to be between reals, with left side `2 * k`.

The repair makes both translations explicit. `Set.mem_Ioi.1 hq` turns the hypothesis into `2 * k < q`, which `sub_pos.2` accepts. The outer `Set.mem_Ioi.2` turns the resulting `0 < q - 2 * k` back into the membership the goal asks for. The mathematical argument is unchanged.

Lean accepts the file once it reads:

```diff
@@ -58,5 +58,5 @@
       exact h.mono_left nhdsWithin_le_nhds
     · filter_upwards [self_mem_nhdsWithin] with q hq
-      exact sub_pos.2 hq
+      exact Set.mem_Ioi.2 (sub_pos.2 (Set.mem_Ioi.1 hq))
   have h1 : Tendsto (fun q : ℝ => q + 2 * k) (𝓝[>] (2 * k)) (𝓝 (2 * k + 2 * k)) := by
     have hc : Continuous (fun q : ℝ => q + 2 * k) := by fun_prop
```
